# Chebyshev propagator terms decay superexponentially for spectrum in [-1,1], while T_n(X)v grows exponentially if v is an eigenvector with eigenvalue outside it

## How fast do the terms fall, and what if my spectral bounds are too narrow?

Before I propagate a wave packet with a Chebyshev expansion, I shift and scale the Hamiltonian so that its spectrum should lie in $[-1,1]$, and then I pick the order at which to stop. Let $\bar E$ be the centre and $\Delta$ half the width of the energy range I assume, and let $t$ be the time step. With $H=\bar E+\Delta\,X$ and $a=\Delta\,t/\hbar$, the terms I add up are, apart from the overall phase $e^{-i\bar Et/\hbar}$, $2(-i)^nJ_n(a)\,T_n(X)v$ for $n\ge1$, where $J_n$ is a Bessel function, $T_n$ a Chebyshev polynomial and $v$ the initial state.

I rely on two claims. If the scaling is right, the term of order $n$ is at most $2e^{a^2/4}\left(ea/(2n)\right)^n\|v\|$ for $a>0$. If I underestimated the spectral range and $Xv=xv$ with $x>1$, then $\|T_n(X)v\|\ge\left(x+\sqrt{x^2-1}\right)^n\|v\|/2$. Can both be derived rigorously and checked by machine?

## Decay from the Bessel series, growth from the recursion

Yes, for every real $a$ and for an eigenvalue beyond either end of the interval. The polynomials are fixed by $T_0=1$, $T_1(x)=x$ and $T_{n+2}(x)=2xT_{n+1}(x)-T_n(x)$.

**Inside the interval.** Write $x=\cos\theta$. Adding the formulas for $\cos((n+1)\theta\pm\theta)$ gives
$$\cos((n+2)\theta)=2\cos\theta\cos((n+1)\theta)-\cos(n\theta),$$
which is the same recursion with the same starting values. Hence $T_n(\cos\theta)=\cos(n\theta)$ and $|T_n|\le1$ on $[-1,1]$. In a finite basis, expand $v=\sum_jc_ju_j$ in orthonormal eigenvectors of $X$ with eigenvalues $x_j$:
$$\|T_n(X)v\|^2=\sum_j|T_n(x_j)|^2|c_j|^2\le\|v\|^2.$$
The spectral theorem gives the same bound in infinite dimension.

For the Bessel factor, take absolute values in the power series and use $(n+k)!\ge n!$:
$$|J_n(a)|\le\sum_{k\ge0}\frac{(|a|/2)^{2k+n}}{k!\,(n+k)!}\le\frac{(|a|/2)^n}{n!}\sum_{k\ge0}\frac{(a^2/4)^k}{k!}=\frac{(|a|/2)^n}{n!}e^{a^2/4}.$$

Now let $m=n+1\ge1$. Since $m^m/m!$ is one term of the series for $e^m$,
$$\frac{(|a|/2)^m}{m!}=\left(\frac{|a|}{2m}\right)^m\frac{m^m}{m!}\le\left(\frac{e|a|}{2m}\right)^m.$$
Multiplying by $2e^{a^2/4}\|v\|$ gives the first claim. The factorial form also shows superexponential decay: after multiplication by $r^n$, the terms are still bounded by a constant times $(|r||a|/2)^n/n!$, which tends to zero for every fixed $r$.

**Outside the interval.** Let $|x|\ge1$, let $\sigma=\pm1$ be the sign of $x$, and set $P=|x|+\sqrt{x^2-1}$ and $Q=|x|-\sqrt{x^2-1}$. Both are non-negative and solve $z^2=2|x|z-1$. Then
$$2T_n(x)=\sigma^n(P^n+Q^n).$$
This holds for $n=0$ and $n=1$, and the recursion carries it upward:
$$2x\,\sigma^{n+1}(P^{n+1}+Q^{n+1})-\sigma^n(P^n+Q^n)=\sigma^{n+2}\left[P^n(2|x|P-1)+Q^n(2|x|Q-1)\right],$$
where the right side equals $\sigma^{n+2}(P^{n+2}+Q^{n+2})$. So $|T_n(x)|\ge P^n/2$. If $Xv=xv$, then $T_n(X)v=T_n(x)v$, which gives the second claim.

**Numbers.** For $a=2$ and order 10, the first bound is $2e\,(e/10)^{10}\|v\|\approx1.2\times10^{-5}\|v\|$, and the factorial form gives $2e/10!\approx1.5\times10^{-6}$ times $\|v\|$. For an eigenvalue $x=1.25$, the square root is $0.75$, so $P=2$, $Q=1/2$ and $T_{10}(x)=(2^{10}+2^{-10})/2\approx512$. On that eigenvector the term of order 10 is about 512 times what the Bessel factor alone would suggest.

## What the Lean statements say about the propagator

The state space `E` is a complex inner product space, and `X : E →L[ℂ] E` is a bounded operator, such as a scaled Hamiltonian on a grid or in a finite basis. An unbounded Hamiltonian is not covered until it is replaced by a bounded approximation, for example on a finite grid or in a finite basis. The definition `cheb` is the recursion in any ring, so it serves for both $T_n(x)$ and $T_n(X)$. `besselJ` is the power series, and `propTerm` is the term $2(-i)^nJ_n(a)\,T_n(X)v$, without the overall phase $e^{-i\bar Et/\hbar}$. At order zero `propTerm` is twice the usual first term of the expansion, which carries no factor 2.

- `norm_propTerm_le` is the decay bound. It assumes `CompleteSpace E`, `IsSelfAdjoint X` and `spectrum ℝ X ⊆ Set.Icc (-1) 1`; the last hypothesis stands for correct scaling. The order is written `n + 1`, so it starts at 1.
- `propTerm_superexponential` is the limit with the extra factor `r ^ n`.
- `norm_cheb_ge` is the lower bound for an eigenvector with `1 ≤ |x|`. It needs neither self-adjointness nor completeness.
- `cheb_blowup` says that the norms diverge if `1 < |x|` and `v ≠ 0`.

The divergence concerns $T_n(X)v$ without its Bessel factor. At fixed $a$ the factorial in $J_n(a)$ eventually wins, even on the bad eigenvector. The harm is that intermediate terms are enlarged, so a cutoff chosen for $[-1,1]$ may come too early, and rounding errors along that eigenvector are amplified.

For wave-packet simulation with a bounded, time-independent Hamiltonian, the decay bound gives a safe size for each term, though the factor $e^{a^2/4}$ makes it very conservative for long time steps. The theorems treat the terms one by one; that they sum to $e^{-iaX}v$ once the order-zero `propTerm` is halved is background knowledge here. Multiplying that sum by $e^{-i\bar Et/\hbar}$ gives the propagated state $e^{-iHt/\hbar}v$.

Another model would take $X$ to be a Hermitian matrix. The eigenvector sum above could then replace the functional calculus, but the decay theorem would be confined to finite bases.

```lean
import Mathlib

open Filter Topology

noncomputable section

namespace ChebyshevPropagator

/-- The Chebyshev polynomial `T_n` evaluated at a number or an operator `x`,
by the three-term recursion. -/
def cheb {A : Type*} [Ring A] (x : A) : ℕ → A
  | 0 => 1
  | 1 => x
  | n + 2 => 2 * (x * cheb x (n + 1)) - cheb x n

/-- The `k`-th term of the power series of the Bessel function `J_n(a)`. -/
def besselTerm (n : ℕ) (a : ℝ) (k : ℕ) : ℝ :=
  (-1) ^ k / ((k.factorial : ℝ) * ((n + k).factorial : ℝ)) * (a / 2) ^ (2 * k + n)

/-- The Bessel function `J_n(a)` of integer order, given by its power series. -/
def besselJ (n : ℕ) (a : ℝ) : ℝ := ∑' k, besselTerm n a k

variable {E : Type*} [NormedAddCommGroup E] [InnerProductSpace ℂ E]

/-- The term `2 (-i)^n J_n(a) T_n(X) v` of the Chebyshev propagator, for orders `n ≥ 1`. -/
def propTerm (a : ℝ) (X : E →L[ℂ] E) (n : ℕ) (v : E) : E :=
  (2 * (-Complex.I) ^ n * (besselJ n a : ℂ)) • cheb X n v

/-- On the interval `[-1,1]`, parametrised by an angle, `T_n(cos θ) = cos(nθ)`. -/
theorem cheb_cos (θ : ℝ) (n : ℕ) : cheb (Real.cos θ) n = Real.cos (n * θ) := by
  induction n using Nat.twoStepInduction with
  | zero => change (1 : ℝ) = _; simp
  | one => change Real.cos θ = _; simp
  | more n h0 h1 =>
    change 2 * (Real.cos θ * cheb (Real.cos θ) (n + 1)) - cheb (Real.cos θ) n = _
    have e2 : ((n + 2 : ℕ) : ℝ) * θ = ((n + 1 : ℕ) : ℝ) * θ + θ := by push_cast; ring
    have e0 : (n : ℝ) * θ = ((n + 1 : ℕ) : ℝ) * θ - θ := by push_cast; ring
    rw [h1, h0, e2, e0, Real.cos_add, Real.cos_sub]
    ring

/-- For a self-adjoint operator, `T_n(X)` is the function `T_n` applied to `X` in the
sense of the spectral calculus. -/
theorem cheb_eq_cfc [CompleteSpace E] (X : E →L[ℂ] E) (hX : IsSelfAdjoint X) (n : ℕ) :
    cheb X n = cfc (fun x : ℝ => cheb x n) X := by
  have hc : ∀ m : ℕ, Continuous (fun x : ℝ => cheb x m) := by
    intro m
    induction m using Nat.twoStepInduction with
    | zero => exact continuous_const
    | one => exact continuous_id
    | more m h0 h1 => exact (continuous_const.mul (continuous_id.mul h1)).sub h0
  induction n using Nat.twoStepInduction with
  | zero => exact (cfc_const_one ℝ X hX).symm
  | one => exact (cfc_id' ℝ X hX).symm
  | more n h0 h1 =>
    have hf : (fun x : ℝ => cheb x (n + 2)) =
        fun x => (x * cheb x (n + 1) + x * cheb x (n + 1)) - cheb x n := by
      funext x
      change 2 * (x * cheb x (n + 1)) - cheb x n = _
      ring
    have hxc : Continuous (fun x : ℝ => x * cheb x (n + 1)) := continuous_id.mul (hc (n + 1))
    have hm : cfc (fun x : ℝ => x * cheb x (n + 1)) X = X * cheb X (n + 1) := by
      rw [cfc_mul (f := fun x : ℝ => x) (g := fun x : ℝ => cheb x (n + 1)) (a := X)
        (hf := continuous_id.continuousOn) (hg := (hc (n + 1)).continuousOn),
        cfc_id' ℝ X hX, ← h1]
    rw [hf, cfc_sub (f := fun x : ℝ => x * cheb x (n + 1) + x * cheb x (n + 1))
      (g := fun x : ℝ => cheb x n) (a := X)
      (hf := (hxc.add hxc).continuousOn) (hg := (hc n).continuousOn),
      cfc_add (f := fun x : ℝ => x * cheb x (n + 1))
      (g := fun x : ℝ => x * cheb x (n + 1)) (a := X)
      (hf := hxc.continuousOn) (hg := hxc.continuousOn), hm, ← h0]
    change 2 * (X * cheb X (n + 1)) - cheb X n = _
    rw [two_mul]

/-- If `X` is self-adjoint with spectrum in `[-1,1]`, then `T_n(X)` never lengthens a vector. -/
theorem norm_cheb_le [CompleteSpace E] (X : E →L[ℂ] E) (hX : IsSelfAdjoint X)
    (hs : spectrum ℝ X ⊆ Set.Icc (-1) 1) (n : ℕ) (v : E) : ‖cheb X n v‖ ≤ ‖v‖ := by
  have h : ‖cheb X n‖ ≤ 1 := by
    rw [cheb_eq_cfc X hX n]
    refine norm_cfc_le zero_le_one fun x hx => ?_
    rw [← Real.cos_arccos (hs hx).1 (hs hx).2, cheb_cos, Real.norm_eq_abs]
    exact Real.abs_cos_le_one _
  calc ‖cheb X n v‖ ≤ ‖cheb X n‖ * ‖v‖ := (cheb X n).le_opNorm v
    _ ≤ 1 * ‖v‖ := mul_le_mul_of_nonneg_right h (norm_nonneg v)
    _ = ‖v‖ := one_mul _

/-- The Bessel series converges, and `|J_n(a)| ≤ (|a|/2)^n exp(a²/4) / n!`. -/
theorem besselJ_bound (n : ℕ) (a : ℝ) : Summable (besselTerm n a) ∧
    |besselJ n a| ≤ (|a| / 2) ^ n / (n.factorial : ℝ) * Real.exp (a ^ 2 / 4) := by
  have hexp : HasSum (fun k : ℕ => (a ^ 2 / 4) ^ k / (k.factorial : ℝ))
      (Real.exp (a ^ 2 / 4)) := by
    rw [Real.exp_eq_exp_ℝ, NormedSpace.exp_eq_tsum_div]
    exact (Real.summable_pow_div_factorial _).hasSum
  have hg := hexp.mul_left ((|a| / 2) ^ n / (n.factorial : ℝ))
  -- compare term by term with the exponential series, using n! ≤ (n+k)!
  have hb : ∀ k, ‖besselTerm n a k‖ ≤
      (|a| / 2) ^ n / (n.factorial : ℝ) * ((a ^ 2 / 4) ^ k / (k.factorial : ℝ)) := by
    intro k
    have hf : (n.factorial : ℝ) ≤ ((n + k).factorial : ℝ) := by
      exact_mod_cast Nat.factorial_le (Nat.le_add_right n k)
    have hp : (0 : ℝ) < (k.factorial : ℝ) * ((n + k).factorial : ℝ) := by positivity
    have ha : a ^ 2 / 4 = (|a| / 2) ^ 2 := by rw [div_pow, sq_abs]; norm_num
    rw [besselTerm, Real.norm_eq_abs, abs_mul, abs_div, abs_pow, abs_neg, abs_one, one_pow,
      abs_pow, abs_div, abs_two, abs_of_pos hp]
    calc 1 / ((k.factorial : ℝ) * ((n + k).factorial : ℝ)) * (|a| / 2) ^ (2 * k + n)
        ≤ 1 / ((k.factorial : ℝ) * (n.factorial : ℝ)) * (|a| / 2) ^ (2 * k + n) :=
          mul_le_mul_of_nonneg_right (one_div_le_one_div_of_le (by positivity)
            (mul_le_mul_of_nonneg_left hf (by positivity))) (by positivity)
      _ = _ := by rw [pow_add _ (2 * k) n, pow_mul _ 2 k, ha]; ring
  exact ⟨Summable.of_norm_bounded hg.summable hb, tsum_of_norm_bounded hg hb⟩

/-- If `X` is self-adjoint with spectrum in `[-1,1]`, the propagator term of order `n` has norm at
most `2 (|a|/2)^n exp(a²/4) ‖v‖ / n!`. -/
theorem norm_propTerm_le_factorial [CompleteSpace E] (a : ℝ) (X : E →L[ℂ] E)
    (hX : IsSelfAdjoint X) (hs : spectrum ℝ X ⊆ Set.Icc (-1) 1) (n : ℕ) (v : E) :
    ‖propTerm a X n v‖ ≤
      2 * ((|a| / 2) ^ n / (n.factorial : ℝ) * Real.exp (a ^ 2 / 4)) * ‖v‖ := by
  have hn : ‖2 * (-Complex.I) ^ n * (besselJ n a : ℂ)‖ = 2 * |besselJ n a| := by simp
  rw [propTerm, norm_smul, hn]
  exact mul_le_mul (mul_le_mul_of_nonneg_left (besselJ_bound n a).2 zero_le_two)
    (norm_cheb_le X hX hs n v) (norm_nonneg _) (by positivity)

/-- With `m = n + 1`, the propagator term of order `m` has norm at most `2 exp(a²/4) (e|a|/(2m))^m
‖v‖` when `X` is self-adjoint with spectrum in `[-1,1]`. -/
theorem norm_propTerm_le [CompleteSpace E] (a : ℝ) (X : E →L[ℂ] E)
    (hX : IsSelfAdjoint X) (hs : spectrum ℝ X ⊆ Set.Icc (-1) 1) (n : ℕ) (v : E) :
    ‖propTerm a X (n + 1) v‖ ≤ 2 * Real.exp (a ^ 2 / 4) *
      (Real.exp 1 * |a| / (2 * ((n : ℝ) + 1))) ^ (n + 1) * ‖v‖ := by
  -- m^m / m! ≤ e^m
  have h := Real.pow_div_factorial_le_exp ((n : ℝ) + 1) (by positivity) (n + 1)
  have he : Real.exp ((n : ℝ) + 1) = Real.exp 1 ^ (n + 1) := by
    rw [← Real.exp_nat_mul, mul_one]; push_cast; rfl
  rw [he] at h
  have hb : |a| / 2 = |a| / (2 * ((n : ℝ) + 1)) * ((n : ℝ) + 1) := by field_simp
  have hfac : (|a| / 2) ^ (n + 1) / ((n + 1).factorial : ℝ) ≤
      (Real.exp 1 * |a| / (2 * ((n : ℝ) + 1))) ^ (n + 1) := by
    calc _ = (|a| / (2 * ((n : ℝ) + 1))) ^ (n + 1) *
          (((n : ℝ) + 1) ^ (n + 1) / ((n + 1).factorial : ℝ)) := by
          rw [← mul_div_assoc, ← mul_pow, ← hb]
      _ ≤ (|a| / (2 * ((n : ℝ) + 1))) ^ (n + 1) * Real.exp 1 ^ (n + 1) :=
          mul_le_mul_of_nonneg_left h (by positivity)
      _ = _ := by rw [← mul_pow]; congr 1; ring
  refine (norm_propTerm_le_factorial a X hX hs (n + 1) v).trans ?_
  have h2 := mul_le_mul_of_nonneg_right hfac
    (show 0 ≤ 2 * Real.exp (a ^ 2 / 4) * ‖v‖ by positivity)
  linarith

/-- Superexponential decay: if `X` is self-adjoint with spectrum in `[-1,1]`, the propagator terms
tend to zero in norm even after multiplication by `r^n`, for every fixed `r`. -/
theorem propTerm_superexponential [CompleteSpace E] (a r : ℝ) (X : E →L[ℂ] E)
    (hX : IsSelfAdjoint X) (hs : spectrum ℝ X ⊆ Set.Icc (-1) 1) (v : E) :
    Tendsto (fun n : ℕ => r ^ n * ‖propTerm a X n v‖) atTop (𝓝 0) := by
  have hl := (FloorSemiring.tendsto_pow_div_factorial_atTop (|r| * (|a| / 2))).mul_const
    (2 * Real.exp (a ^ 2 / 4) * ‖v‖)
  rw [zero_mul] at hl
  refine squeeze_zero_norm (fun n => ?_) hl
  rw [norm_mul, norm_pow, norm_norm, Real.norm_eq_abs]
  refine (mul_le_mul_of_nonneg_left (norm_propTerm_le_factorial a X hX hs n v)
    (by positivity)).trans (le_of_eq ?_)
  rw [mul_pow]
  ring

/-- Outside the open interval `(-1,1)`, `|T_n(x)| ≥ (|x| + √(x²-1))^n / 2`. -/
theorem abs_cheb_ge (x : ℝ) (hx : 1 ≤ |x|) (n : ℕ) :
    (|x| + √(x ^ 2 - 1)) ^ n / 2 ≤ |cheb x n| := by
  have hs : √(x ^ 2 - 1) ^ 2 = |x| ^ 2 - 1 := by
    rw [Real.sq_sqrt (by nlinarith [sq_abs x]), sq_abs]
  have hs0 := Real.sqrt_nonneg (x ^ 2 - 1)
  obtain ⟨σ, hσ, hxσ⟩ : ∃ σ : ℝ, |σ| = 1 ∧ x = σ * |x| := by
    rcases abs_choice x with h | h
    · exact ⟨1, by simp, by rw [h]; ring⟩
    · exact ⟨-1, by simp, by rw [h]; ring⟩
  have hσ2 : σ ^ 2 = 1 := by rw [← sq_abs, hσ, one_pow]
  obtain ⟨P, hP⟩ : ∃ P, P = |x| + √(x ^ 2 - 1) := ⟨_, rfl⟩
  obtain ⟨Q, hQ⟩ : ∃ Q, Q = |x| - √(x ^ 2 - 1) := ⟨_, rfl⟩
  have hP2 : P ^ 2 = 2 * |x| * P - 1 := by rw [hP]; linear_combination hs
  have hQ2 : Q ^ 2 = 2 * |x| * Q - 1 := by rw [hQ]; linear_combination hs
  have hP0 : 0 ≤ P := by rw [hP]; positivity
  have hQ0 : 0 ≤ Q := by rw [hQ]; nlinarith
  -- closed form of the recursion
  have key : ∀ m : ℕ, 2 * cheb x m = σ ^ m * (P ^ m + Q ^ m) := by
    intro m
    induction m using Nat.twoStepInduction with
    | zero => change 2 * (1 : ℝ) = _; norm_num
    | one =>
      change 2 * x = _
      rw [hP, hQ]
      linear_combination 2 * hxσ
    | more m h0 h1 =>
      change 2 * (2 * (x * cheb x (m + 1)) - cheb x m) = _
      linear_combination 2 * x * h1 - h0 +
        2 * σ ^ (m + 1) * (P ^ (m + 1) + Q ^ (m + 1)) * hxσ -
        σ ^ (m + 2) * P ^ m * hP2 - σ ^ (m + 2) * Q ^ m * hQ2 +
        σ ^ m * (P ^ m + Q ^ m) * hσ2
  have habs : |2 * cheb x n| = P ^ n + Q ^ n := by
    rw [key, abs_mul, abs_pow, hσ, one_pow, one_mul, abs_of_nonneg (by positivity)]
  rw [abs_mul, abs_two] at habs
  rw [← hP]
  linarith [pow_nonneg hQ0 n]

/-- If `X v = x v` with `|x| ≥ 1`, then `‖T_n(X) v‖ ≥ (|x| + √(x²-1))^n ‖v‖ / 2`. -/
theorem norm_cheb_ge (X : E →L[ℂ] E) (x : ℝ) (hx : 1 ≤ |x|) (v : E)
    (hv : X v = (x : ℂ) • v) (n : ℕ) :
    (|x| + √(x ^ 2 - 1)) ^ n / 2 * ‖v‖ ≤ ‖cheb X n v‖ := by
  -- an eigenvector of X is an eigenvector of T_n(X)
  have key : ∀ m : ℕ, cheb X m v = ((cheb x m : ℝ) : ℂ) • v := by
    intro m
    induction m using Nat.twoStepInduction with
    | zero => change v = ((1 : ℝ) : ℂ) • v; simp
    | one => exact hv
    | more m h0 h1 =>
      have e : cheb X (m + 2) = X * cheb X (m + 1) + X * cheb X (m + 1) - cheb X m := by
        change 2 * (X * cheb X (m + 1)) - cheb X m = _
        rw [two_mul]
      rw [e]
      change X (cheb X (m + 1) v) + X (cheb X (m + 1) v) - cheb X m v =
        ((2 * (x * cheb x (m + 1)) - cheb x m : ℝ) : ℂ) • v
      rw [h1, h0, map_smul, hv]
      push_cast
      module
  rw [key, norm_smul, Complex.norm_real, Real.norm_eq_abs]
  exact mul_le_mul_of_nonneg_right (abs_cheb_ge x hx n) (norm_nonneg v)

/-- If a nonzero state has `X v = x v` with `|x| > 1`, the norms `‖T_n(X) v‖` diverge. -/
theorem cheb_blowup (X : E →L[ℂ] E) (x : ℝ) (hx : 1 < |x|) (v : E) (hv0 : v ≠ 0)
    (hv : X v = (x : ℂ) • v) : Tendsto (fun n : ℕ => ‖cheb X n v‖) atTop atTop := by
  have h1 : 1 < |x| + √(x ^ 2 - 1) := by linarith [Real.sqrt_nonneg (x ^ 2 - 1)]
  exact tendsto_atTop_mono (norm_cheb_ge X x hx.le v hv)
    (((tendsto_pow_atTop_atTop_of_one_lt h1).atTop_div_const two_pos).atTop_mul_const
      (norm_pos_iff.mpr hv0))

end ChebyshevPropagator
```

```lean
#print axioms ChebyshevPropagator.norm_propTerm_le
#print axioms ChebyshevPropagator.propTerm_superexponential
#print axioms ChebyshevPropagator.cheb_blowup
```

```
'ChebyshevPropagator.norm_propTerm_le' depends on axioms: [propext, Classical.choice, Quot.sound]
'ChebyshevPropagator.propTerm_superexponential' depends on axioms: [propext, Classical.choice, Quot.sound]
'ChebyshevPropagator.cheb_blowup' depends on axioms: [propext, Classical.choice, Quot.sound]
```

## How the proof follows the derivation

`cheb_cos` is the cosine identity, proved by a two-step induction that matches the recursion. `cheb_eq_cfc` replaces the eigenvector expansion: it shows, again by induction, that the recursively built operator equals the function $T_n$ applied to $X$ through the continuous functional calculus. In `norm_cheb_le`, `norm_cfc_le` then reduces the operator bound to points of the spectrum, where $x=\cos(\arccos x)$ gives $|T_n(x)|\le1$.

`besselJ_bound` compares the Bessel series term by term with the exponential series, which yields both convergence and the estimate. `norm_propTerm_le_factorial` multiplies the two bounds, the phase having modulus one. `norm_propTerm_le` then brings in $m^m/m!\le e^m$ through `Real.pow_div_factorial_le_exp`, and `propTerm_superexponential` squeezes the terms under a sequence of the form $c^n/n!$.

In `abs_cheb_ge`, the statement `key` is the closed form with $P$, $Q$ and $\sigma$. Its induction step is one `linear_combination` of the two previous cases, the relation $x=\sigma|x|$, the quadratic equations for $P$ and $Q$, and $\sigma^2=1$. Dropping the non-negative $Q^n$ leaves the lower bound. `norm_cheb_ge` shows by induction that $v$ is an eigenvector of $T_n(X)$ with eigenvalue $T_n(x)$, and `cheb_blowup` compares the norms with a geometric sequence of ratio greater than one.
